# Near the nucleus, an r^(-3/2) density has finite Thomas-Fermi kinetic energy but a divergent Weizsäcker correction

Put the Thomas-Fermi density of an atom into the Weizsäcker gradient correction, integrate on a radial grid that starts slightly away from the nucleus, and the result is an ordinary finite number. That number depends on the position of the innermost grid point: as the grid is refined towards r = 0, it grows without limit. The Thomas-Fermi kinetic energy of the same density converges, so it gives no warning.

The trouble comes from the power of r with which the density rises at the nucleus. Near a point nucleus the potential behaves as -1/r, and the local Thomas-Fermi relation makes the density proportional to the depth of the potential to the power 3/2. This gives n ∝ r^(-3/2). Below, the power law is assumed exactly on 0 < r < 1, with a general exponent p; it is not derived from the Thomas-Fermi equation.

```lean
import Mathlib

open MeasureTheory Set

namespace NuclearCuspGradientCorrection

noncomputable section
```

## The density and the two integrands

The density has amplitude A > 0 and real exponent p:

n(r) = A r^(-p)

```lean
/-- The power-law density `n(r) = A r^(-p)`, for `r > 0`. -/
def powerDensity (A p r : ℝ) : ℝ := A * r ^ (-p)
```

In d dimensions the radial volume element contributes r^(d-1), and the Thomas-Fermi kinetic energy density is proportional to n^(1+2/d), which is n^(5/3) for d = 3. Positive prefactors, including the angular factor, do not affect convergence and are left out.

```lean
/-- The radial Thomas-Fermi kinetic energy integrand `r^(d-1) n^(1+2/d)` in dimension `d ≥ 1`,
without its constant prefactor, for a density `n ≥ 0`. -/
def tfIntegrand (d : ℕ) (n : ℝ → ℝ) (r : ℝ) : ℝ :=
  r ^ (d - 1) * n r ^ (1 + 2 / (d : ℝ))
```

The Weizsäcker integrand is r^(d-1) n'²/n. Both definitions accept an arbitrary function `n`, and `deriv n r` is its actual derivative, not a formula supplied by hand.

```lean
/-- The radial Weizsaecker integrand `r^(d-1) n'^2 / n` in dimension `d ≥ 1`, without its
constant prefactor, at points where `n` is differentiable and nonzero. -/
def weizsaeckerIntegrand (d : ℕ) (n : ℝ → ℝ) (r : ℝ) : ℝ :=
  r ^ (d - 1) * deriv n r ^ 2 / n r
```

## Each integrand is a single power of r

For r > 0, differentiation gives

n'(r) = -p A r^(-p-1)

Lean obtains this from the derivative of a real power, multiplied by the constant `A`.

```lean
/-- Away from the nucleus the density `A r^(-p)` has the radial derivative `-p A r^(-p-1)`. -/
theorem powerDensity_hasDerivAt (A p : ℝ) {r : ℝ} (hr : 0 < r) :
    HasDerivAt (powerDensity A p) (A * (-p * r ^ (-p - 1))) r :=
  (Real.hasDerivAt_rpow_const (Or.inl hr.ne')).const_mul A
```

Substituting the density into the Thomas-Fermi integrand gives

r^(d-1) (A r^(-p))^(1+2/d) = A^(1+2/d) r^(d-1-p(1+2/d))

The proof distributes the outer power over the product, which needs A ≥ 0, and then adds exponents.

```lean
/-- For `n = A r^(-p)` with `A > 0`, the Thomas-Fermi integrand at `r > 0` in dimension `d ≥ 1`
is a constant times the power `d - 1 - p (1 + 2/d)` of `r`. -/
theorem tfIntegrand_powerDensity {d : ℕ} (hd : 0 < d) {A : ℝ} (hA : 0 < A) (p : ℝ)
    {r : ℝ} (hr : 0 < r) :
    tfIntegrand d (powerDensity A p) r =
      A ^ (1 + 2 / (d : ℝ)) * r ^ ((d : ℝ) - 1 - p * (1 + 2 / (d : ℝ))) := by
  unfold tfIntegrand powerDensity
  rw [Real.mul_rpow hA.le (Real.rpow_nonneg hr.le _), ← Real.rpow_mul hr.le,
    ← Real.rpow_natCast r (d - 1), Nat.cast_sub (show 1 ≤ d from hd), Nat.cast_one,
    show (d : ℝ) - 1 - p * (1 + 2 / (d : ℝ)) = ((d : ℝ) - 1) + -p * (1 + 2 / (d : ℝ)) by ring,
    Real.rpow_add hr]
  ring
```

For the Weizsäcker integrand, one factor of the density cancels:

r^(d-1) · p² A² r^(-2p-2) / (A r^(-p)) = A p² r^(d-3-p)

In the proof, `hs` splits the power on the right into the factors on the left. The denominator can then be cleared because the density is positive.

```lean
/-- For `n = A r^(-p)` with `A > 0`, the Weizsaecker integrand at `r > 0` in dimension `d ≥ 1`
is `A p^2 r^(d-3-p)`. -/
theorem weizsaeckerIntegrand_powerDensity {d : ℕ} (hd : 0 < d) {A : ℝ} (hA : 0 < A) (p : ℝ)
    {r : ℝ} (hr : 0 < r) :
    weizsaeckerIntegrand d (powerDensity A p) r = A * p ^ 2 * r ^ ((d : ℝ) - 3 - p) := by
  have hu : 0 < r ^ (-p) := Real.rpow_pos_of_pos hr _
  -- split the power on the right into the factors that occur on the left
  have hs : r ^ ((d : ℝ) - 3 - p) = r ^ (d - 1) * r ^ (-p) / r ^ 2 := by
    rw [← Real.rpow_natCast r (d - 1), Nat.cast_sub (show 1 ≤ d from hd), Nat.cast_one,
      ← Real.rpow_natCast r 2, ← Real.rpow_add hr, ← Real.rpow_sub hr]
    congr 1
    push_cast
    ring
  unfold weizsaeckerIntegrand
  rw [(powerDensity_hasDerivAt A p hr).deriv, Real.rpow_sub_one hr.ne' (-p), hs]
  unfold powerDensity
  rw [div_eq_iff (mul_pos hA hu).ne']
  ring
```

## Convergence at the origin

For 0 < ε < 1 and s ≠ -1,

∫_ε^1 r^s dr = (1 - ε^(s+1)) / (s+1)

while for s = -1 the integral is -ln ε. As ε → 0 the limit is finite exactly when s > -1. A nonzero constant factor changes nothing.

"Finite" is expressed by `IntegrableOn f (Ioo 0 1)`, Lebesgue integrability on the open interval. Since both integrands are nonnegative there, this is the same as a finite integral. The proof replaces `f` by the power, removes the constant, and applies Mathlib's criterion for r^s.

```lean
/-- A function equal to `c r^s` for every `r > 0`, with `c ≠ 0`, is integrable on `0 < r < 1`
exactly when `s > -1`. -/
theorem integrableOn_power_iff {f : ℝ → ℝ} {c s : ℝ} (hc : c ≠ 0)
    (hf : ∀ r, 0 < r → f r = c * r ^ s) :
    IntegrableOn f (Ioo 0 1) ↔ -1 < s := by
  have h1 : IntegrableOn f (Ioo 0 1) ↔ IntegrableOn (fun r : ℝ => c * r ^ s) (Ioo 0 1) :=
    integrableOn_congr_fun (fun r hr => hf r hr.1) measurableSet_Ioo
  have h2 : IntegrableOn (fun r : ℝ => c * r ^ s) (Ioo 0 1) ↔
      IntegrableOn (fun r : ℝ => r ^ s) (Ioo 0 1) :=
    integrable_const_mul_iff (isUnit_iff_ne_zero.mpr hc) _
  rw [h1, h2]
  exact intervalIntegral.integrableOn_Ioo_rpow_iff one_pos
```

The Thomas-Fermi exponent must therefore satisfy

d - 1 - p(1+2/d) > -1

Multiplying by d gives p(d+2) < d², so the condition is p < d²/(d+2). The steps `e` and `h` bring the condition to the form p(d+2)/d < d, and the last line of the proof clears the denominators.

```lean
/-- In dimension `d ≥ 1` the density `A r^(-p)`, `A > 0`, has a finite Thomas-Fermi kinetic
energy on `0 < r < 1` exactly when `p < d^2/(d+2)`. -/
theorem tf_finite_iff {d : ℕ} (hd : 0 < d) {A : ℝ} (hA : 0 < A) (p : ℝ) :
    IntegrableOn (tfIntegrand d (powerDensity A p)) (Ioo 0 1) ↔
      p < (d : ℝ) ^ 2 / (d + 2) := by
  have hd' : (0 : ℝ) < d := Nat.cast_pos.mpr hd
  rw [integrableOn_power_iff (Real.rpow_pos_of_pos hA _).ne'
    (fun r hr => tfIntegrand_powerDensity hd hA p hr)]
  -- write the condition on the exponent as `p (d + 2) / d < d`
  have e : p * (1 + 2 / (d : ℝ)) = p * (d + 2) / d := by
    field_simp
  have h : -1 < (d : ℝ) - 1 - p * (1 + 2 / (d : ℝ)) ↔ p * (d + 2) / d < (d : ℝ) := by
    rw [e]
    constructor <;> intro h <;> linarith
  rw [h, div_lt_iff₀ hd', lt_div_iff₀ (by positivity), pow_two]
```

The Weizsäcker exponent must satisfy d - 3 - p > -1, that is, p < d - 2. The constant A p² must also be nonzero, hence the hypothesis p ≠ 0. In two dimensions a constant density, p = 0, shows what fails without it: its gradient vanishes and the integral is zero, although 0 < 0 is false.

```lean
/-- In dimension `d ≥ 1` the density `A r^(-p)`, with `A > 0` and `p ≠ 0`, has a finite
Weizsaecker integral on `0 < r < 1` exactly when `p < d - 2`. -/
theorem weizsaecker_finite_iff {d : ℕ} (hd : 0 < d) {A p : ℝ} (hA : 0 < A) (hp : p ≠ 0) :
    IntegrableOn (weizsaeckerIntegrand d (powerDensity A p)) (Ioo 0 1) ↔
      p < (d : ℝ) - 2 := by
  rw [integrableOn_power_iff (mul_ne_zero hA.ne' (pow_ne_zero 2 hp))
    (fun r hr => weizsaeckerIntegrand_powerDensity hd hA p hr)]
  constructor <;> intro h <;> linarith
```

For p < d - 2 the Weizsäcker integral can be evaluated:

∫_0^1 A p² r^(d-3-p) dr = A p² / (d-2-p)

In three dimensions this is A p²/(1-p), which grows without bound as p approaches 1 from below. In two dimensions it equals -A p with p < 0, and tends to zero at the threshold.

```lean
/-- For `A > 0`, `d ≥ 1` and `p < d - 2`, the Weizsaecker integral of `A r^(-p)` over
`0 < r < 1` equals `A p^2 / (d - 2 - p)`. -/
theorem weizsaecker_value {d : ℕ} (hd : 0 < d) {A p : ℝ} (hA : 0 < A)
    (hp : p < (d : ℝ) - 2) :
    ∫ r in Ioo (0 : ℝ) 1, weizsaeckerIntegrand d (powerDensity A p) r =
      A * p ^ 2 / ((d : ℝ) - 2 - p) := by
  have h : ∫ r in Ioo (0 : ℝ) 1, weizsaeckerIntegrand d (powerDensity A p) r =
      ∫ r in Ioo (0 : ℝ) 1, A * p ^ 2 * r ^ ((d : ℝ) - 3 - p) :=
    setIntegral_congr_fun measurableSet_Ioo
      (fun r hr => weizsaeckerIntegrand_powerDensity hd hA p hr.1)
  have hs : 0 < (d : ℝ) - 3 - p + 1 := by linarith
  rw [h, integral_const_mul, ← integral_Ioc_eq_integral_Ioo,
    ← intervalIntegral.integral_of_le zero_le_one, integral_rpow (Or.inl (by linarith)),
    Real.one_rpow, Real.zero_rpow hs.ne',
    show (d : ℝ) - 3 - p + 1 = (d : ℝ) - 2 - p by ring]
  ring
```

## Exponents for which only the correction diverges

Combining the two criteria, the kinetic energy is finite and the correction divergent exactly when

d - 2 ≤ p < d²/(d+2)

with p ≠ 0. The width of this interval is 4/(d+2). The proof rewrites with the two equivalences and turns "not less than" into "at least".

```lean
/-- In dimension `d ≥ 1`, for `A > 0` and `p ≠ 0`, the density `A r^(-p)` has a finite
Thomas-Fermi kinetic energy and a divergent Weizsaecker integral on `0 < r < 1` exactly when
`d - 2 ≤ p < d^2/(d+2)`. -/
theorem gradient_failure_window {d : ℕ} (hd : 0 < d) {A p : ℝ} (hA : 0 < A) (hp : p ≠ 0) :
    (IntegrableOn (tfIntegrand d (powerDensity A p)) (Ioo 0 1) ∧
      ¬ IntegrableOn (weizsaeckerIntegrand d (powerDensity A p)) (Ioo 0 1)) ↔
      (d : ℝ) - 2 ≤ p ∧ p < (d : ℝ) ^ 2 / (d + 2) := by
  rw [tf_finite_iff hd hA, weizsaecker_finite_iff hd hA hp, not_lt, and_comm]
```

For d = 3 the thresholds are 9/5 and 1. The statement writes both integrands explicitly, so it can be read without the general definitions; `hT` identifies the Thomas-Fermi one with the case d = 3.

```lean
/-- In three dimensions, for `n = A r^(-p)` with `A > 0` and `p ≠ 0`, the integral of
`r^2 n^(5/3)` over `0 < r < 1` is finite exactly when `p < 9/5`, and that of `r^2 n'^2/n`
exactly when `p < 1`. -/
theorem three_dim_thresholds {A p : ℝ} (hA : 0 < A) (hp : p ≠ 0) :
    (IntegrableOn (fun r => r ^ 2 * powerDensity A p r ^ (5 / 3 : ℝ)) (Ioo 0 1) ↔
      p < 9 / 5) ∧
    (IntegrableOn (fun r => r ^ 2 * deriv (powerDensity A p) r ^ 2 / powerDensity A p r)
      (Ioo 0 1) ↔ p < 1) := by
  have hT : tfIntegrand 3 (powerDensity A p) =
      fun r => r ^ 2 * powerDensity A p r ^ (5 / 3 : ℝ) := by
    funext r
    unfold tfIntegrand
    norm_num
  have h1 := tf_finite_iff (d := 3) (by norm_num) hA p
  have h2 := weizsaecker_finite_iff (d := 3) (by norm_num) hA hp
  rw [hT, show ((3 : ℕ) : ℝ) ^ 2 / ((3 : ℕ) + 2) = 9 / 5 by norm_num] at h1
  rw [show ((3 : ℕ) : ℝ) - 2 = 1 by norm_num] at h2
  exact ⟨h1, h2⟩
```

The Thomas-Fermi value p = 3/2 lies between the thresholds, since 1 ≤ 3/2 < 9/5. The hypothesis A > 0 ensures that some density is present. With A = 0 the Thomas-Fermi integral vanishes, and the Weizsäcker integrand is 0/0, which Lean evaluates as 0, so the formal statement of divergence would be false.

```lean
/-- For the density `A r^(-3/2)`, `A > 0`, in three dimensions, the Thomas-Fermi kinetic energy
on `0 < r < 1` is finite and the Weizsaecker integral diverges. -/
theorem thomasFermi_nucleus {A : ℝ} (hA : 0 < A) :
    IntegrableOn (fun r => r ^ 2 * powerDensity A (3 / 2) r ^ (5 / 3 : ℝ)) (Ioo 0 1) ∧
    ¬ IntegrableOn (fun r => r ^ 2 * deriv (powerDensity A (3 / 2)) r ^ 2 /
      powerDensity A (3 / 2) r) (Ioo 0 1) := by
  obtain ⟨h1, h2⟩ := three_dim_thresholds (p := 3 / 2) hA (by norm_num)
  exact ⟨h1.mpr (by norm_num), fun h => absurd (h2.mp h) (by norm_num)⟩

end

end NuclearCuspGradientCorrection
```

```lean
#print axioms NuclearCuspGradientCorrection.weizsaecker_value
#print axioms NuclearCuspGradientCorrection.gradient_failure_window
#print axioms NuclearCuspGradientCorrection.thomasFermi_nucleus
```

```
'NuclearCuspGradientCorrection.weizsaecker_value' depends on axioms: [propext, Classical.choice, Quot.sound]
'NuclearCuspGradientCorrection.gradient_failure_window' depends on axioms: [propext, Classical.choice, Quot.sound]
'NuclearCuspGradientCorrection.thomasFermi_nucleus' depends on axioms: [propext, Classical.choice, Quot.sound]
```

## What a radial grid shows

Take d = 3 and p = 3/2, and start the integration at r = ε. The Weizsäcker integral is then

∫_ε^1 (9/4) A r^(-3/2) dr = (9/2) A (ε^(-1/2) - 1)

For ε = 10^(-4) this is 445.5 A; for ε = 10^(-6) it is 4495.5 A. Moving the first grid point inwards by a factor of one hundred makes the correction about ten times larger. The part of the Thomas-Fermi integral lost below ε is 2 A^(5/3) ε^(1/2), which tends to zero.

In orbital-free density functional theory, this means that the Weizsäcker term cannot be added as a finite correction evaluated on a fixed density with exactly this r^(-3/2) singularity. A calculation that includes the term in the minimisation determines a different density, and the theorems say nothing about that one.
